# If all poles have positive weight and lie within √3πT of the chemical potential, |Im G| is larger at πT than at 3πT, even across a gap

A script that labels phases from imaginary-frequency data may compare $|\mathrm{Im}\,G|$ at the two lowest fermionic Matsubara frequencies. If the value at the lower frequency is larger, the script writes "metal"; otherwise it writes "insulator". Run over a range of temperatures, such a script can report a transition that never took place. A spectrum with two levels at fixed distance from the chemical potential, one on each side, has the same gap at every temperature, yet its label changes from insulator to metal on heating. What has moved is the pair of frequencies at which $G$ is sampled.

For a finite sum of poles with positive weights, the energy at which a pole changes its vote is $\sqrt3\,\pi T$. If all poles lie closer to the chemical potential than this, the label is "metal", whether or not there is a gap.

## The sign of each pole's contribution

Let

$$G(z)=\sum_k \frac{c_k}{z-E_k},\qquad c_k>0,\quad E_k\in\mathbb R,$$

be a nonempty finite sum, with the energies $E_k$ measured from the chemical potential. For frequencies $w_1,w_2>0$,

$$|\mathrm{Im}\,G(iw_1)|-|\mathrm{Im}\,G(iw_2)|=\sum_k \frac{c_k\,(w_2-w_1)\,(w_1w_2-E_k^2)}{(w_1^2+E_k^2)(w_2^2+E_k^2)} .$$

When $w_1<w_2$, each term has the sign of $w_1w_2-E_k^2$. The crossover energy is therefore the geometric mean $\sqrt{w_1w_2}$. In units with $\hbar=k_B=1$, at temperature $T>0$, the two lowest positive fermionic frequencies are $\pi T$ and $3\pi T$, and their geometric mean is $\sqrt3\,\pi T$.

## Two entries of a Matsubara array

An imaginary-axis GW calculation can store a diagonal element of $G$ as an array over the frequencies $(2n+1)\pi T$. The comparison uses the entries $n=0$ and $n=1$ and avoids analytic continuation to the real axis. The result bears on how these two numbers are read in electronic-structure work, for a Green's function that is a finite pole sum with positive weights.

Take two poles at $\pm0.1$ eV with weight $1/2$ each, so that the gap is 0.2 eV. The imaginary parts have these moduli, in eV$^{-1}$:

| Temperature | $n=0$ | $n=1$ | Label |
|---|---|---|---|
| 100 K | 2.52 | 4.89 | insulator |
| 300 K | 4.89 | 3.51 | metal |

The label changes at $k_BT=0.1\ \mathrm{eV}/(\sqrt3\,\pi)$, which is about 213 K. The poles and their weights are the same in both rows.

## From one Lorentzian to the threshold

For a single pole with weight $c$ and energy $E$, and for $w>0$,

$$\frac{c}{iw-E}=\frac{c\,(-E-iw)}{E^2+w^2},\qquad \mathrm{Im}\,\frac{c}{iw-E}=-\frac{c\,w}{w^2+E^2}.$$

With positive weights all these imaginary parts are negative, so the modulus of the sum is the sum of the moduli:

$$|\mathrm{Im}\,G(iw)|=\sum_k\frac{c_k\,w}{w^2+E_k^2}.$$

Subtract the values at two frequencies pole by pole. Over the common denominator, the numerator without $c_k$ is

$$w_1(w_2^2+E_k^2)-w_2(w_1^2+E_k^2)=(w_2-w_1)(w_1w_2-E_k^2),$$

which gives the difference formula. Let $0<w_1<w_2$. If every $E_k^2<w_1w_2$, all terms are positive and $|\mathrm{Im}\,G|$ is larger at $w_1$. If every $E_k^2>w_1w_2$, all terms are negative and it is smaller at $w_1$. For the Matsubara pair, $w_1w_2=3\pi^2T^2=(\sqrt3\,\pi T)^2$, so the two conditions become $|E_k|<\sqrt3\,\pi T$ and $|E_k|>\sqrt3\,\pi T$.

**Equal distances.** If $|E_k|=\Delta$ for every pole, all terms share the sign of $3\pi^2T^2-\Delta^2$ and vanish together at the threshold. The label is "metal" exactly when $T>\Delta/(\sqrt3\,\pi)$.

**High temperature.** For fixed poles, any $T>\sum_k|E_k|$ is positive and, because $\sqrt3\,\pi>1$, puts every pole below the threshold. The label is then "metal".

**Poles on both sides of the threshold.** Put weight $a>0$ at $E_0=0$ and weight $b>0$ at $E_1=3\pi T$, and write $x=\pi T$. Then

$$|\mathrm{Im}\,G(ix)|=\frac{a}{x}+\frac{b}{10x},\qquad |\mathrm{Im}\,G(3ix)|=\frac{a}{3x}+\frac{b}{6x},$$

and the difference is $(10a-b)/(15x)$. The label is "metal" exactly when $b<10a$. With weights normalised to $a+b=1$, this means $a>1/11$. A pole at the chemical potential that carries less weight than that is missed.

## The pole sum and its comparisons in Lean

```lean
import Mathlib

open Filter
open scoped Real

namespace TwoFrequencyTest

noncomputable section

variable {ι : Type*} [Fintype ι] {c E : ι → ℝ}

/-- The Green's function with weights `c k` and real pole energies `E k`, measured from the chemical
potential. It is meant for complex `z` different from every pole; at a pole, Lean's convention for
division by zero makes the corresponding term zero. -/
def green (c E : ι → ℝ) (z : ℂ) : ℂ := ∑ k, (c k : ℂ) / (z - (E k : ℂ))

/-- The modulus of the imaginary part of the Green's function at the imaginary frequency `iw`, for
real `w`; at `w = 0` a pole at zero energy contributes zero by Lean's division convention. -/
def absImG (c E : ι → ℝ) (w : ℝ) : ℝ := |(green c E (Complex.I * (w : ℂ))).im|

/-- For `w > 0`, the imaginary part at `iw` of a single pole term with real weight `a` and real
energy `e` is `-(a w / (w ^ 2 + e ^ 2))`, that is, `-a` times a Lorentzian in `e`. -/
theorem im_pole (a e : ℝ) {w : ℝ} (_hw : 0 < w) :
    ((a : ℂ) / (Complex.I * (w : ℂ) - (e : ℂ))).im = -(a * w / (w ^ 2 + e ^ 2)) := by
  have hre : (Complex.I * (w : ℂ) - (e : ℂ)).re = -e := by simp
  have him : (Complex.I * (w : ℂ) - (e : ℂ)).im = w := by simp
  rw [Complex.div_im, Complex.normSq_apply, hre, him, Complex.ofReal_re, Complex.ofReal_im]
  have hden : -e * -e + w * w = w ^ 2 + e ^ 2 := by ring
  rw [hden]
  ring

/-- For positive weights and positive frequency, the modulus of `Im G(iw)` is the sum of
the Lorentzian contributions of the poles. -/
theorem absImG_eq (hc : ∀ k, 0 < c k) {w : ℝ} (hw : 0 < w) :
    absImG c E w = ∑ k, c k * w / (w ^ 2 + E k ^ 2) := by
  have him : (green c E (Complex.I * (w : ℂ))).im
      = -∑ k, c k * w / (w ^ 2 + E k ^ 2) := by
    rw [green, Complex.im_sum, ← Finset.sum_neg_distrib]
    exact Finset.sum_congr rfl fun k _ => im_pole (c k) (E k) hw
  rw [absImG, him, abs_neg, abs_of_nonneg]
  refine Finset.sum_nonneg fun k _ => ?_
  have := hc k
  positivity

/-- For positive weights and two positive frequencies, the difference of the two moduli is a
sum over poles in which each pole enters with the factor `w₁ w₂ - E k ^ 2`. -/
theorem absImG_sub (hc : ∀ k, 0 < c k) {w₁ w₂ : ℝ} (h₁ : 0 < w₁) (h₂ : 0 < w₂) :
    absImG c E w₁ - absImG c E w₂ =
      ∑ k, c k * (w₂ - w₁) * (w₁ * w₂ - E k ^ 2) /
        ((w₁ ^ 2 + E k ^ 2) * (w₂ ^ 2 + E k ^ 2)) := by
  rw [absImG_eq hc h₁, absImG_eq hc h₂, ← Finset.sum_sub_distrib]
  refine Finset.sum_congr rfl fun k _ => ?_
  have ha : w₁ ^ 2 + E k ^ 2 ≠ 0 := by positivity
  have hb : w₂ ^ 2 + E k ^ 2 ≠ 0 := by positivity
  rw [div_sub_div _ _ ha hb]
  congr 1
  ring

/-- For a nonempty set of poles with positive weights and frequencies `0 < w₁ < w₂`: if every
pole energy is smaller in modulus than the geometric mean of the frequencies, `|Im G|` is larger
at `w₁`; if every one is larger than that mean, `|Im G|` is smaller at `w₁`. -/
theorem two_frequency_comparison [Nonempty ι] (hc : ∀ k, 0 < c k) {w₁ w₂ : ℝ}
    (h₁ : 0 < w₁) (h₁₂ : w₁ < w₂) :
    ((∀ k, E k ^ 2 < w₁ * w₂) → absImG c E w₂ < absImG c E w₁) ∧
    ((∀ k, w₁ * w₂ < E k ^ 2) → absImG c E w₁ < absImG c E w₂) := by
  have h₂ : 0 < w₂ := h₁.trans h₁₂
  have hd : 0 < w₂ - w₁ := sub_pos.2 h₁₂
  have hden : ∀ k, 0 < (w₁ ^ 2 + E k ^ 2) * (w₂ ^ 2 + E k ^ 2) := fun k => by positivity
  constructor
  · intro hE
    rw [← sub_pos, absImG_sub hc h₁ h₂]
    exact Finset.sum_pos (fun k _ =>
      div_pos (mul_pos (mul_pos (hc k) hd) (sub_pos.2 (hE k))) (hden k)) Finset.univ_nonempty
  · intro hE
    rw [← sub_neg, absImG_sub hc h₁ h₂]
    -- every term is negative, so the sum lies below a sum of zeros
    calc _ < ∑ _k : ι, (0 : ℝ) :=
          Finset.sum_lt_sum_of_nonempty Finset.univ_nonempty fun k _ =>
            div_neg_of_neg_of_pos
              (mul_neg_of_pos_of_neg (mul_pos (hc k) hd) (sub_neg.2 (hE k))) (hden k)
      _ = 0 := by simp

/-- The squared energy `√3 π T` is the product of the frequencies `π T` and `3 π T`. -/
theorem threshold_sq (T : ℝ) : (√3 * π * T) ^ 2 = π * T * (3 * π * T) := by
  rw [mul_pow, mul_pow, Real.sq_sqrt (by norm_num)]
  ring

/-- For a nonempty set of poles with positive weights at temperature `T > 0`: if all pole
energies are below `√3 π T` in modulus, `|Im G|` is larger at `π T` than at `3 π T`; if all are
above `√3 π T` in modulus, it is smaller. -/
theorem matsubara_test [Nonempty ι] (hc : ∀ k, 0 < c k) {T : ℝ} (hT : 0 < T) :
    ((∀ k, |E k| < √3 * π * T) → absImG c E (3 * π * T) < absImG c E (π * T)) ∧
    ((∀ k, √3 * π * T < |E k|) → absImG c E (π * T) < absImG c E (3 * π * T)) := by
  have hp : 0 < π * T := mul_pos Real.pi_pos hT
  have h13 : π * T < 3 * π * T := by linarith
  obtain ⟨hm, hi⟩ := two_frequency_comparison (E := E) hc hp h13
  constructor
  · intro h
    refine hm fun k => ?_
    rw [← threshold_sq T, ← sq_abs (E k)]
    exact pow_lt_pow_left₀ (h k) (abs_nonneg _) two_ne_zero
  · intro h
    refine hi fun k => ?_
    rw [← threshold_sq T, ← sq_abs (E k)]
    exact pow_lt_pow_left₀ (h k) (by positivity) two_ne_zero

/-- If all poles, of positive weight and at least one in number, lie at distance `Δ` from the
chemical potential, then at `T > 0` the modulus of `Im G` is larger at `π T` than at `3 π T`
exactly when `T` exceeds `Δ / (√3 π)`. -/
theorem insulator_passes_iff [Nonempty ι] (hc : ∀ k, 0 < c k) {T Δ : ℝ} (hT : 0 < T)
    (hE : ∀ k, |E k| = Δ) :
    absImG c E (3 * π * T) < absImG c E (π * T) ↔ Δ / (√3 * π) < T := by
  have hp : 0 < π * T := mul_pos Real.pi_pos hT
  have h3 : 0 < 3 * π * T := by positivity
  rw [div_lt_iff₀ (by positivity)]
  constructor
  · intro h
    rcases lt_trichotomy Δ (T * (√3 * π)) with hlt | heq | hgt
    · exact hlt
    · -- at the threshold the two values coincide
      have hz : absImG c E (π * T) - absImG c E (3 * π * T) = 0 := by
        rw [absImG_sub hc hp h3]
        refine Finset.sum_eq_zero fun k _ => ?_
        have h0 : π * T * (3 * π * T) - E k ^ 2 = 0 := by
          rw [← threshold_sq T, ← sq_abs (E k), hE k, heq]
          ring
        rw [h0, mul_zero, zero_div]
      linarith
    · have := (matsubara_test (E := E) hc hT).2 fun k => by
        rw [hE k]
        linarith
      linarith
  · intro h
    refine (matsubara_test hc hT).1 fun k => ?_
    rw [hE k]
    linarith

/-- For every nonempty finite set of poles with positive weights, `|Im G|` is larger at `π T`
than at `3 π T` once the temperature is high enough. -/
theorem hot_spectrum_passes [Nonempty ι] (hc : ∀ k, 0 < c k) :
    ∀ᶠ T in atTop, absImG c E (3 * π * T) < absImG c E (π * T) := by
  filter_upwards [eventually_gt_atTop (∑ k, |E k|)] with T hT
  have hT0 : 0 < T := lt_of_le_of_lt (Finset.sum_nonneg fun k _ => abs_nonneg (E k)) hT
  refine (matsubara_test hc hT0).1 fun k => ?_
  have hk : |E k| ≤ ∑ j, |E j| :=
    Finset.single_le_sum (f := fun j => |E j|) (fun j _ => abs_nonneg (E j)) (Finset.mem_univ k)
  have hs : (1 : ℝ) ≤ √3 := (Real.le_sqrt' one_pos).2 (by norm_num)
  have h1 : 1 ≤ √3 * π := by nlinarith [Real.pi_gt_three]
  have h2 := mul_le_mul_of_nonneg_right h1 hT0.le
  linarith

/-- With a pole of weight `a > 0` at the chemical potential and one of weight `b > 0` at energy
`3 π T`, where `T > 0`, the modulus of `Im G` is larger at `π T` than at `3 π T` exactly when
`b < 10 a`. -/
theorem mixed_spectrum_iff {a b T : ℝ} (ha : 0 < a) (hb : 0 < b) (hT : 0 < T) :
    absImG ![a, b] ![0, 3 * π * T] (3 * π * T) < absImG ![a, b] ![0, 3 * π * T] (π * T)
      ↔ b < 10 * a := by
  have hc : ∀ k, 0 < (![a, b] : Fin 2 → ℝ) k := Fin.forall_fin_two.2 ⟨ha, hb⟩
  have key : ∀ x : ℝ, 0 < x →
      absImG ![a, b] ![0, 3 * x] x - absImG ![a, b] ![0, 3 * x] (3 * x)
        = (10 * a - b) / (15 * x) := by
    intro x hx
    rw [absImG_sub hc hx (by positivity), Fin.sum_univ_two]
    simp only [Matrix.cons_val_zero, Matrix.cons_val_one]
    rw [show (x ^ 2 + 0 ^ 2) * ((3 * x) ^ 2 + 0 ^ 2) = 9 * x ^ 4 by ring,
      show (x ^ 2 + (3 * x) ^ 2) * ((3 * x) ^ 2 + (3 * x) ^ 2) = 180 * x ^ 4 by ring]
    field_simp
    ring
  have hp : 0 < π * T := mul_pos Real.pi_pos hT
  rw [mul_assoc 3 π T, ← sub_pos, key _ hp, lt_div_iff₀ (by positivity), zero_mul, sub_pos]

end

end TwoFrequencyTest
```

```lean
#print axioms TwoFrequencyTest.insulator_passes_iff
#print axioms TwoFrequencyTest.hot_spectrum_passes
#print axioms TwoFrequencyTest.mixed_spectrum_iff
```

```
'TwoFrequencyTest.insulator_passes_iff' depends on axioms: [propext, Classical.choice, Quot.sound]
'TwoFrequencyTest.hot_spectrum_passes' depends on axioms: [propext, Classical.choice, Quot.sound]
'TwoFrequencyTest.mixed_spectrum_iff' depends on axioms: [propext, Classical.choice, Quot.sound]
```

## What the theorems say about a spectrum

The finite type `ι` labels the poles, and `c` and `E` give their weights and energies. `green c E z` is the complex pole sum, and `absImG c E w` is the modulus of its imaginary part at $iw$. The hypothesis `hc` says that every weight is positive. Physically, the weights are those of a diagonal element of $G$ in its Lehmann representation, restricted to poles that carry weight. Positivity is assumed here and not derived from a GW calculation.

`matsubara_test` consists of two implications for a nonempty set of poles and $T>0$. If all $|E_k|$ are below $\sqrt3\,\pi T$, then $|\mathrm{Im}\,G|$ is larger at $\pi T$ than at $3\pi T$; if all are above, it is smaller. The words "metal" and "insulator" are names for these inequalities, and nothing is stated about conductivity. `two_frequency_comparison` gives the same two verdicts for any $0<w_1<w_2$, with the conditions written in terms of $E_k^2$.

`insulator_passes_iff` is the equivalence for poles at a common distance $\Delta$; it also admits $\Delta=0$, where there is no gap. In `hot_spectrum_passes`, the expression `∀ᶠ T in atTop` means "for all sufficiently large $T$", with weights and energies held fixed as $T$ grows. `mixed_spectrum_iff` treats the two-pole example at one given temperature, since its second pole is placed at $3\pi T$.

A small gap alone does not settle the label. The first implication needs every pole below the threshold, including those far from the band edges. For a spectrum with poles on both sides of the threshold, the weights enter: the label follows from the sign of the whole sum in `absImG_sub`, which `mixed_spectrum_iff` works out for one two-pole family. Continuous spectra and statistical noise in the data lie beyond the model.

The signs of the weights matter. Suppose that they are only required to be real and nonzero, and take weight $1$ at energy $0$ and weight $-2$ at energy $\pi T$. Both poles are below the threshold, but

$$|\mathrm{Im}\,G(i\pi T)|=0,\qquad |\mathrm{Im}\,G(3i\pi T)|=\frac{4}{15\pi T},$$

so the verdict is reversed. Negative weights can occur in off-diagonal elements of a matrix-valued $G$.

## How the lemmas retrace the algebra

`im_pole` computes the Lorentzian of one pole from the real and imaginary parts of the denominator. `absImG_eq` sums these terms; `abs_neg` removes the common minus sign, and `positivity` shows that each remaining term is nonnegative.

`absImG_sub` is the difference formula. It combines the two sums into one, brings each pair of fractions to a common denominator with `div_sub_div`, and leaves the factorisation of the numerator to `ring`.

In `two_frequency_comparison`, `Finset.sum_pos` turns positive terms into a positive sum. The other case compares a sum of negative terms with a sum of zeros. Both steps use the existence of at least one pole, since an empty sum would give equality.

`threshold_sq` identifies $(\sqrt3\,\pi T)^2$ with the product of the two Matsubara frequencies. `matsubara_test` then squares the bounds on $|E_k|$ and applies the general comparison.

For `insulator_passes_iff`, one direction follows at once from `matsubara_test`. The other splits into $\Delta$ below, at or above the threshold: at the threshold every term of the difference is zero, and above it the second implication contradicts the assumed inequality. `hot_spectrum_passes` bounds each $|E_k|$ by the sum of all of them. In `mixed_spectrum_iff`, the auxiliary statement `key` is the difference $(10a-b)/(15x)$, which is then used at $x=\pi T$.
